# The number variance of a region in a Slater determinant is the sum of the squared magnitudes of the density-matrix elements linking it to its complement

## Single-mode variances do not add up

Put one fermion in an equal superposition of two modes. Each occupation number has variance $1/4$, and adding the two gives $1/2$. Yet the total number is exactly one and does not fluctuate. The sum fails because it leaves out the covariance of the two occupation numbers, which is $-1/4$ and enters twice. For a determinant, the one-body density matrix supplies the correct variance for any set of modes.

The result applies to fragment populations in Hartree–Fock theory and to site occupations of free fermions on a lattice, provided that the state is a single determinant over finitely many orthonormal modes. For electrons the modes are spin orbitals, so the density matrix meant here is not the spin-summed one. Identifying a fragment or a piece of space with a set of such modes is a physical choice that the hypotheses leave open.

## The determinant and its variance

Let $a_p$ annihilate and $c_p$ create a fermion in mode $p$; many texts write $c_p$ for the annihilator. For orbitals $f,u$ set
$$c(f)=\sum_p f(p)c_p,\qquad a(u)=\sum_p\overline{u(p)}\,a_p,\qquad \langle u,f\rangle=\sum_p\overline{u(p)}f(p).$$
With $v$ the vacuum and $f_0,\dots,f_{k-1}$ orthonormal, define
$$w=c(f_0)\cdots c(f_{k-1})v,\qquad g_{pq}=\sum_i f_i(p)\overline{f_i(q)}.$$
For $k=0$, $w=v$ and $g=0$. For a set $A$ of modes and $N=\sum_{p\in A}c_pa_p$, the claim is
$$\langle w,N^2w\rangle-\langle w,Nw\rangle^2=\sum_{p\in A,\;q\notin A}|g_{pq}|^2.$$
The variance therefore vanishes exactly when $g$ has no element between $A$ and its complement.

In Lean, `ι` is the finite type of modes and `H` any complex inner product space. `IsCAR` collects the assumptions: the anticommutation relations, adjointness of `c p` to `a p`, and a unit vector `v` killed by every `a p`. These stand for Fermi statistics and an empty reference state. `slater`, `density` and `regionNumber` are $w$, $g$ and $N$. In `overlap`, `annihilate_create`, `annihilate_slater` and the proof of `create_slater`, however, the letter `g` denotes an orbital. The inner product is conjugate-linear in its first argument, and $g_{pq}=\langle w,c_qa_pw\rangle$, the transpose of a common convention. `variance` is a complex number, so the theorem also shows it to be real and non-negative here. Correlated and thermal states do not satisfy the determinant assumption.

## From anticommutators to the variance

**Occupied and empty orbitals.** The mode relations give $a(u)c(f)+c(f)a(u)=\langle u,f\rangle$. If $u$ is orthogonal to every $f_i$, then $a(u)$ moves through all creators to the vacuum, so $a(u)w=0$. Creators anticommute and $c(f_i)^2=0$, so $c(f_i)w=0$. For $k\ge1$ write $w=c(f_0)y$. Since $a(f_0)y=0$,
$$\langle w,w\rangle=\langle y,a(f_0)c(f_0)y\rangle=\langle y,y\rangle.$$
Repeating this ends at $\langle v,v\rangle=1$.

**Moving a particle.** Orthonormality gives $\sum_r g_{pr}f_j(r)=f_j(p)$. The orbital $u(r)=\overline{\delta_{pr}-g_{pr}}$ is thus orthogonal to every $f_j$, and $a(u)w=0$ reads $a_pw=\sum_r g_{pr}a_rw$. Applying $c_q$,
$$c_qa_pw=g_{pq}w-\sum_r g_{pr}a_rc_qw.$$
For any $x$,
$$\Big\langle w,\sum_r g_{pr}a_rx\Big\rangle=\sum_i f_i(p)\langle c(f_i)w,x\rangle=0.$$
Hence $\langle w,c_qa_pw\rangle=g_{pq}$ and $\langle w,a_rc_pw\rangle=\delta_{rp}-g_{rp}$.

**The second moment.** Annihilation inside $A$ lowers $N$ by one: $Na_r=a_rN-a_r$ for $r\in A$, and $Na_r=a_rN$ otherwise. Therefore
$$Nc_pa_pw=g_{pp}Nw-\sum_r g_{pr}a_rNc_pw+\sum_{r\in A}g_{pr}a_rc_pw.$$
In the inner product with $w$ the middle term vanishes. Summing over $p\in A$ and using $\langle w,Nw\rangle=\sum_{p\in A}g_{pp}$,
$$\langle w,N^2w\rangle-\langle w,Nw\rangle^2=\sum_{p\in A}\Big(g_{pp}-\sum_{r\in A}g_{pr}g_{rp}\Big).$$

**Only links to the complement remain.** Summing over all modes,
$$\sum_r g_{pr}g_{rp}=\sum_j f_j(p)\overline{f_j(p)}=g_{pp}.$$
The bracket is thus $\sum_{q\notin A}g_{pq}g_{qp}$, and $g_{qp}=\overline{g_{pq}}$ gives the claim.

## The Lean file

```lean
import Mathlib

open scoped InnerProductSpace ComplexConjugate

namespace RegionalNumberVariance

noncomputable section

variable {ι H : Type*} [Fintype ι] [DecidableEq ι] [NormedAddCommGroup H]
  [InnerProductSpace ℂ H] {a c : ι → H →ₗ[ℂ] H} {v : H} {k : ℕ}

/-- Fermionic modes: `a p` and `c p` obey the canonical anticommutation relations, `c p` is
adjoint to `a p`, and `v` is a unit vector annihilated by every `a p`. -/
structure IsCAR (a c : ι → H →ₗ[ℂ] H) (v : H) : Prop where
  aa : ∀ p q x, a p (a q x) + a q (a p x) = 0
  cc : ∀ p q x, c p (c q x) + c q (c p x) = 0
  ac : ∀ p q x, a p (c q x) + c q (a p x) = if p = q then x else 0
  adj : ∀ p x y, ⟪c p x, y⟫_ℂ = ⟪x, a p y⟫_ℂ
  vac : ∀ p, a p v = 0
  unit : ‖v‖ = 1

/-- Creation of a particle in the orbital `f`, applied to the state `x`. -/
def create (c : ι → H →ₗ[ℂ] H) (f : ι → ℂ) (x : H) : H := ∑ p, f p • c p x

/-- Annihilation of a particle in the orbital `f`, applied to the state `x`. -/
def annihilate (a : ι → H →ₗ[ℂ] H) (f : ι → ℂ) (x : H) : H := ∑ p, conj (f p) • a p x

/-- The overlap of two orbitals. -/
def overlap (f g : ι → ℂ) : ℂ := ∑ p, conj (f p) * g p

/-- The orbitals `f i` are orthonormal. -/
def OrthonormalOrbitals (f : Fin k → ι → ℂ) : Prop :=
  ∀ i j, overlap (f i) (f j) = if i = j then 1 else 0

/-- The determinant obtained by creating particles in all the orbitals `f i` on top of `v`. -/
def slater (c : ι → H →ₗ[ℂ] H) (v : H) : (k : ℕ) → (Fin k → ι → ℂ) → H
  | 0, _ => v
  | k + 1, f => create c (f 0) (slater c v k fun i => f i.succ)

/-- The matrix `g p q = ∑ i, f i p * conj (f i q)` of the orbitals `f i`. -/
def density (f : Fin k → ι → ℂ) (p q : ι) : ℂ := ∑ i, f i p * conj (f i q)

/-- The operator counting the particles in the modes of the region `A`. -/
def regionNumber (a c : ι → H →ₗ[ℂ] H) (A : Finset ι) : H →ₗ[ℂ] H := ∑ p ∈ A, c p ∘ₗ a p

/-- The variance `⟨N²⟩ - ⟨N⟩²` of a symmetric operator `N` in a unit state `w`. -/
def variance (N : H →ₗ[ℂ] H) (w : H) : ℂ := ⟪w, N (N w)⟫_ℂ - ⟪w, N w⟫_ℂ ^ 2

/-- Annihilation in `g` and creation in `f` anticommute to the overlap of the two orbitals. -/
theorem IsCAR.annihilate_create (h : IsCAR a c v) (g f : ι → ℂ) (x : H) :
    annihilate a g (create c f x) + create c f (annihilate a g x) = overlap g f • x := by
  simp only [create, annihilate, map_sum, map_smul, Finset.smul_sum]
  have s : ∑ p, ∑ q, f p • conj (g q) • c p (a q x)
      = ∑ p, ∑ q, f q • conj (g p) • c q (a p x) := Finset.sum_comm
  have t : ∀ p q, conj (g p) • f q • a p (c q x) + f q • conj (g p) • c q (a p x)
      = (conj (g p) * f q) • (if p = q then x else 0) := fun p q => by
    linear_combination (norm := module) (conj (g p) * f q) • h.ac p q x
  rw [s]
  simp only [← Finset.sum_add_distrib, t, smul_ite, smul_zero, Finset.sum_ite_eq,
    Finset.mem_univ, if_true, overlap, Finset.sum_smul]

/-- Annihilation in an orbital orthogonal to all the `f i` destroys their determinant. -/
theorem IsCAR.annihilate_slater (h : IsCAR a c v) (g : ι → ℂ) (f : Fin k → ι → ℂ)
    (hg : ∀ i, overlap g (f i) = 0) : annihilate a g (slater c v k f) = 0 := by
  induction k with
  | zero => simp [slater, annihilate, h.vac]
  | succ k ih =>
    have e := h.annihilate_create g (f 0) (slater c v k fun i => f i.succ)
    have z : create c (f 0) (0 : H) = 0 := by simp [create]
    rw [ih (fun i => f i.succ) (fun i => hg i.succ), hg 0, zero_smul, z, add_zero] at e
    exact e

/-- Pauli principle: creating a particle in an orbital of the determinant gives zero. -/
theorem IsCAR.create_slater (h : IsCAR a c v) (f : Fin k → ι → ℂ) (i : Fin k) :
    create c (f i) (slater c v k f) = 0 := by
  have anti : ∀ (f g : ι → ℂ) (x : H),
      create c f (create c g x) + create c g (create c f x) = 0 := by
    intro f g x
    simp only [create, map_sum, map_smul, Finset.smul_sum]
    have s : ∑ p, ∑ q, g p • f q • c p (c q x)
        = ∑ p, ∑ q, g q • f p • c q (c p x) := Finset.sum_comm
    rw [s]
    simp only [← Finset.sum_add_distrib]
    refine Finset.sum_eq_zero fun p _ => Finset.sum_eq_zero fun q _ => ?_
    linear_combination (norm := module) (f p * g q) • h.cc p q x
  induction k with
  | zero => exact i.elim0
  | succ k ih =>
    refine Fin.cases ?_ (fun j => ?_) i
    · have e := anti (f 0) (f 0) (slater c v k fun i => f i.succ)
      rw [← two_smul ℂ] at e
      exact (smul_eq_zero.mp e).resolve_left two_ne_zero
    · have e := anti (f j.succ) (f 0) (slater c v k fun i => f i.succ)
      have e' : create c (f j.succ) (slater c v k fun i => f i.succ) = 0 :=
        ih (fun i => f i.succ) j
      have z : create c (f 0) (0 : H) = 0 := by simp [create]
      rw [e', z, add_zero] at e
      exact e

/-- A determinant of orthonormal orbitals is normalised. -/
theorem IsCAR.slater_unit (h : IsCAR a c v) {f : Fin k → ι → ℂ}
    (ho : OrthonormalOrbitals f) : ⟪slater c v k f, slater c v k f⟫_ℂ = 1 := by
  induction k with
  | zero =>
    change ⟪v, v⟫_ℂ = 1
    rw [inner_self_eq_norm_sq_to_K, h.unit]
    simp
  | succ k ih =>
    set y := slater c v k (fun i => f i.succ)
    have hy : annihilate a (f 0) y = 0 := h.annihilate_slater _ _ fun i =>
      (ho 0 i.succ).trans (if_neg (Fin.succ_ne_zero i).symm)
    have z : create c (f 0) (0 : H) = 0 := by simp [create]
    have e := h.annihilate_create (f 0) (f 0) y
    rw [hy, ho 0 0, if_pos rfl, one_smul, z, add_zero] at e
    have ad : ∀ x, ⟪create c (f 0) y, x⟫_ℂ = ⟪y, annihilate a (f 0) x⟫_ℂ := fun x => by
      simp only [create, annihilate, sum_inner, inner_sum, inner_smul_left,
        inner_smul_right, h.adj]
    change ⟪create c (f 0) y, create c (f 0) y⟫_ℂ = 1
    rw [ad, e]
    exact ih (fun i j => (ho i.succ j.succ).trans (by simp))

omit [DecidableEq ι] in
/-- For orthonormal orbitals, the matrix `g` leaves each of them unchanged. -/
theorem density_mul {f : Fin k → ι → ℂ} (ho : OrthonormalOrbitals f) (p : ι) (j : Fin k) :
    ∑ r, density f p r * f j r = f j p := by
  have e : ∑ r, density f p r * f j r = ∑ i, f i p * overlap (f i) (f j) := by
    simp only [density, overlap, Finset.sum_mul, Finset.mul_sum]
    rw [Finset.sum_comm]
    exact Finset.sum_congr rfl fun i _ => Finset.sum_congr rfl fun r _ => by ring
  rw [e]
  simp only [fun i => ho i j, mul_ite, mul_one, mul_zero, Finset.sum_ite_eq',
    Finset.mem_univ, if_true]

/-- Moving a particle from `p` to `q` in a determinant of orthonormal orbitals returns `g p q`
times the determinant, minus a combination of states `a r (c q w)` weighted by `g p r`. -/
theorem IsCAR.hop (h : IsCAR a c v) {f : Fin k → ι → ℂ} (ho : OrthonormalOrbitals f)
    (p q : ι) : c q (a p (slater c v k f)) = density f p q • slater c v k f
      - ∑ r, density f p r • a r (c q (slater c v k f)) := by
  -- only the occupied part of mode `p` can be annihilated
  have e := h.annihilate_slater
    (fun r => conj ((if p = r then 1 else 0) - density f p r)) f (fun j => by
      simp only [overlap, Complex.conj_conj, sub_mul, Finset.sum_sub_distrib, density_mul ho,
        ite_mul, one_mul, zero_mul, Finset.sum_ite_eq, Finset.mem_univ, if_true, sub_self])
  simp only [annihilate, Complex.conj_conj, sub_smul, Finset.sum_sub_distrib, ite_smul,
    one_smul, zero_smul, Finset.sum_ite_eq, Finset.mem_univ, if_true] at e
  have t : ∀ r, c q (density f p r • a r (slater c v k f))
      = density f p r • (if r = q then slater c v k f else 0)
        - density f p r • a r (c q (slater c v k f)) := fun r => by
    rw [map_smul]
    linear_combination (norm := module) density f p r • h.ac r q (slater c v k f)
  rw [sub_eq_zero.mp e, map_sum]
  simp only [t, Finset.sum_sub_distrib, smul_ite, smul_zero, Finset.sum_ite_eq',
    Finset.mem_univ, if_true]

/-- The determinant is orthogonal to every state `∑ r, g p r • a r x`. -/
theorem IsCAR.inner_density (h : IsCAR a c v) (f : Fin k → ι → ℂ) (p : ι) (x : H) :
    ⟪slater c v k f, ∑ r, density f p r • a r x⟫_ℂ = 0 := by
  have e : ⟪slater c v k f, ∑ r, density f p r • a r x⟫_ℂ
      = ∑ i, f i p * ⟪create c (f i) (slater c v k f), x⟫_ℂ := by
    simp only [create, density, inner_sum, sum_inner, inner_smul_left, inner_smul_right,
      h.adj, Finset.sum_mul, Finset.mul_sum]
    rw [Finset.sum_comm]
    exact Finset.sum_congr rfl fun i _ => Finset.sum_congr rfl fun r _ => by ring
  rw [e]
  simp [h.create_slater]

/-- In a determinant of orthonormal orbitals, the variance of the particle number in a region
`A` is the sum of `|g p q|²` over `p` inside and `q` outside `A`. -/
theorem IsCAR.number_variance (h : IsCAR a c v) {f : Fin k → ι → ℂ}
    (ho : OrthonormalOrbitals f) (A : Finset ι) :
    variance (regionNumber a c A) (slater c v k f)
      = ∑ p ∈ A, ∑ q ∈ Aᶜ, ((‖density f p q‖ ^ 2 : ℝ) : ℂ) := by
  have u := h.slater_unit ho
  have z := h.inner_density f
  have hop := h.hop ho
  generalize slater c v k f = w at u z hop ⊢
  have Nap : ∀ x, regionNumber a c A x = ∑ p ∈ A, c p (a p x) := fun x => by
    simp [regionNumber]
  generalize regionNumber a c A = N at Nap ⊢
  have ob : ∀ p q, ⟪w, c q (a p w)⟫_ℂ = density f p q := fun p q => by
    rw [hop, inner_sub_right, inner_smul_right, u, z, mul_one, sub_zero]
  have hole : ∀ p r, ⟪w, a r (c p w)⟫_ℂ = (if r = p then 1 else 0) - density f r p := by
    intro p r
    have e := congrArg (fun x => ⟪w, x⟫_ℂ) (h.ac r p w)
    simp only [inner_add_right, ob] at e
    rw [eq_sub_iff_add_eq, e]
    split_ifs
    exacts [u, inner_zero_right w]
  -- annihilation in the region lowers its particle number by one
  have comm : ∀ r y, N (a r y) = a r (N y) - if r ∈ A then a r y else 0 := by
    intro r y
    have t : ∀ p, c p (a p (a r y)) = a r (c p (a p y)) - if r = p then a p y else 0 := by
      intro p
      have e := congrArg (c p) (h.aa p r y)
      rw [map_add, map_zero] at e
      linear_combination (norm := module) e - h.ac r p (a p y)
    simp only [Nap, t, Finset.sum_sub_distrib, map_sum, Finset.sum_ite_eq]
  have two : ∀ p, ⟪w, N (c p (a p w))⟫_ℂ = density f p p * ⟪w, N w⟫_ℂ
      + ∑ r ∈ A, density f p r * ((if r = p then 1 else 0) - density f r p) := by
    intro p
    have e : N (c p (a p w)) = density f p p • N w
        - (∑ r, density f p r • a r (N (c p w)) - ∑ r ∈ A, density f p r • a r (c p w)) := by
      rw [hop, map_sub, map_smul, map_sum]
      simp only [map_smul, comm, smul_sub, Finset.sum_sub_distrib, smul_ite, smul_zero,
        Finset.sum_ite_mem, Finset.univ_inter]
    rw [e, inner_sub_right, inner_sub_right, z, inner_smul_right, inner_sum]
    simp only [inner_smul_right, hole]
    ring
  have mean : ⟪w, N w⟫_ℂ = ∑ p ∈ A, density f p p := by
    rw [Nap, inner_sum]
    simp only [ob]
  have sq : ⟪w, N (N w)⟫_ℂ = (∑ p ∈ A, density f p p) * ⟪w, N w⟫_ℂ
      + ∑ p ∈ A, ∑ r ∈ A, density f p r * ((if r = p then 1 else 0) - density f r p) := by
    conv_lhs => rw [Nap w, map_sum, inner_sum]
    simp only [two, Finset.sum_add_distrib, Finset.sum_mul]
  -- idempotency of `g` leaves only the terms across the boundary
  have cross : ∑ p ∈ A, ∑ r ∈ A, density f p r * ((if r = p then 1 else 0) - density f r p)
      = ∑ p ∈ A, ∑ q ∈ Aᶜ, ((‖density f p q‖ ^ 2 : ℝ) : ℂ) := by
    refine Finset.sum_congr rfl fun p hp => ?_
    have idem : ∑ r, density f p r * density f r p = density f p p := by
      calc ∑ r, density f p r * density f r p
          = ∑ j, (∑ r, density f p r * f j r) * conj (f j p) := by
            simp only [density.eq_1 f _ p, Finset.mul_sum, Finset.sum_mul]
            rw [Finset.sum_comm]
            simp only [mul_assoc]
        _ = density f p p := by simp only [density_mul ho]; rfl
    have nrm : ∀ r, ((‖density f p r‖ ^ 2 : ℝ) : ℂ) = density f p r * density f r p := by
      intro r
      have cj : conj (density f p r) = density f r p := by
        simp [density, map_sum, mul_comm]
      rw [← cj, Complex.mul_conj, Complex.normSq_eq_norm_sq]
    have s := Finset.sum_add_sum_compl A (fun r => density f p r * density f r p)
    simp only [nrm, mul_sub, Finset.sum_sub_distrib, mul_ite, mul_one, mul_zero,
      Finset.sum_ite_eq', hp, if_true]
    linear_combination -s - idem
  rw [variance, sq, mean, cross]
  ring

/-- In a determinant of orthonormal orbitals, the particle number of a region has zero variance
exactly when `g` has no element between the region and its complement. -/
theorem IsCAR.variance_eq_zero_iff (h : IsCAR a c v) {f : Fin k → ι → ℂ}
    (ho : OrthonormalOrbitals f) (A : Finset ι) :
    variance (regionNumber a c A) (slater c v k f) = 0
      ↔ ∀ p ∈ A, ∀ q ∉ A, density f p q = 0 := by
  rw [h.number_variance ho]
  simp only [← Complex.ofReal_sum, Complex.ofReal_eq_zero]
  rw [Finset.sum_eq_zero_iff_of_nonneg
    (fun p _ => Finset.sum_nonneg fun q _ => sq_nonneg _)]
  refine forall₂_congr fun p _ => ?_
  rw [Finset.sum_eq_zero_iff_of_nonneg (fun q _ => sq_nonneg _)]
  simp

/-- The operator on `ℂ⁴` given by a matrix. -/
def matrixOp (M : Matrix (Fin 4) (Fin 4) ℂ) :
    EuclideanSpace ℂ (Fin 4) →ₗ[ℂ] EuclideanSpace ℂ (Fin 4) where
  toFun x := WithLp.toLp 2 (M.mulVec x.ofLp)
  map_add' x y := by ext j; simp [Matrix.mulVec_add]
  map_smul' r x := by ext j; simp [Matrix.mulVec_smul]

/-- The annihilation matrices of two fermionic modes. -/
def lowering : Fin 2 → Matrix (Fin 4) (Fin 4) ℂ :=
  ![!![0, 1, 0, 0; 0, 0, 0, 0; 0, 0, 0, 1; 0, 0, 0, 0],
    !![0, 0, 1, 0; 0, 0, 0, -1; 0, 0, 0, 0; 0, 0, 0, 0]]

/-- The two modes on `ℂ⁴`, with the first basis vector as vacuum, satisfy the fermionic
relations, and the orbital `(3/5, 4/5)` is normalised. -/
theorem isCAR_witness :
    IsCAR (fun p => matrixOp (lowering p)) (fun p => matrixOp (lowering p).conjTranspose)
      (WithLp.toLp 2 ![1, 0, 0, 0]) ∧
    OrthonormalOrbitals (fun _ : Fin 1 => (![3 / 5, 4 / 5] : Fin 2 → ℂ)) := by
  refine ⟨⟨?_, ?_, ?_, ?_, ?_, ?_⟩, ?_⟩
  · intro p q x
    ext j
    fin_cases p <;> fin_cases q <;> fin_cases j <;>
      simp [matrixOp, lowering, dotProduct, Fin.sum_univ_four]
  · intro p q x
    ext j
    fin_cases p <;> fin_cases q <;> fin_cases j <;>
      simp [matrixOp, lowering, Matrix.mulVec, dotProduct, Fin.sum_univ_four,
        Matrix.mul_apply, Matrix.conjTranspose_apply]
  · intro p q x
    ext j
    fin_cases p <;> fin_cases q <;> fin_cases j <;>
      simp [matrixOp, lowering, Matrix.mulVec, dotProduct, Fin.sum_univ_four]
  · intro p x y
    fin_cases p <;>
      simp [matrixOp, lowering, Matrix.mulVec, dotProduct, Fin.sum_univ_four,
        PiLp.inner_apply]
  · intro p
    ext j
    fin_cases p <;> fin_cases j <;>
      simp [matrixOp, lowering, dotProduct, Fin.sum_univ_four]
  · simp [EuclideanSpace.norm_eq, Fin.sum_univ_four]
  · intro i j
    rw [if_pos (Subsingleton.elim i j)]
    have r : ∀ n : ℕ, conj (n : ℂ) = n := fun n => map_natCast _ n
    have r3 : conj (3 : ℂ) = 3 := by exact_mod_cast r 3
    have r4 : conj (4 : ℂ) = 4 := by exact_mod_cast r 4
    have r5 : conj (5 : ℂ) = 5 := by exact_mod_cast r 5
    norm_num [overlap, Fin.sum_univ_two, r3, r4, r5]

end

end RegionalNumberVariance
```

```lean
#print axioms RegionalNumberVariance.IsCAR.variance_eq_zero_iff
-- 'RegionalNumberVariance.IsCAR.variance_eq_zero_iff' depends on axioms: [propext, Classical.choice, Quot.sound]
```

## Induction on orbitals, then algebra with $g$

`annihilate_slater`, `create_slater` and `slater_unit` use induction on `k`, removing the outermost creator each time. Where operators are reordered, `linear_combination (norm := module)` combines the anticommutation relations as vector identities.

`density_mul` shows that $g$ fixes the occupied orbitals. `hop` turns this into the particle-moving identity, and `inner_density` supplies the orthogonality.

In `number_variance`, `generalize` replaces the determinant by a vector `w` of which only the normalisation and the statements of `hop` and `inner_density` are kept. The steps `ob` and `hole` compute the two expectation values, `comm` moves $N$ past an annihilator, and `two` and `sq` assemble the second moment. Finally, `cross` splits the full sum in the idempotency relation into $A$ and its complement.

`variance_eq_zero_iff` applies twice the rule that a sum of non-negative terms vanishes only if each term does.

`isCAR_witness` checks the assumptions for two modes on $\mathbb C^4$ and the orbital $(3/5,4/5)$. With $A$ the first mode, the formula gives $(12/25)^2=144/625$.
